# With a constant Landau interaction in three dimensions, weak-coupling zero sound lies exponentially close to the particle–hole continuum

In a three-dimensional Fermi liquid at zero temperature, with a spherical Fermi surface and no collisions, let $s$ be the speed of a zero-sound mode in the long-wavelength limit, in units of the Fermi velocity $v_F$. Let $F>0$ be the Landau interaction, taken to be independent of angle and spin and made dimensionless by multiplying it by the density of states at the Fermi level for both spins. Every such mode with $s>1$ satisfies

$$2e^{-2}e^{-2/F} < s-1 \le (2+F)\,e^{-2/F},$$

and $(s-1)e^{2/F}\to 2e^{-2}$ along any family of modes with $F\to0$. A uniform frequency grid that divides the continuum into $N$ equal steps can have a point above the continuum and not above the mode only if $N\ge e^{2/F}/(2+F)$.

This bears on computing response spectra of Fermi liquids on frequency grids, within a one-parameter model with a short-range interaction; in the electron gas the long-range Coulomb force turns the density mode into a plasmon.

In Lean 4 with Mathlib:

```lean
import Mathlib

open Filter Topology

namespace WeakCouplingZeroSound
```

## A constant interaction and a self-consistent deformation

Let $\mu\in[-1,1]$ be the cosine of the angle between a quasiparticle's momentum and the wave vector $q$, and $\nu(\mu)$ the deformation of the Fermi surface. For frequency $\omega=s\,v_Fq$, the collisionless linearised kinetic equation is

$$(s-\mu)\,\nu(\mu)=\mu F\langle\nu\rangle,\qquad \langle\nu\rangle=\tfrac12\int_{-1}^{1}\nu\,d\mu .$$

The uniform weight $d\mu$ belongs to a sphere in three dimensions. On a circle in two dimensions the average of $\mu/(s-\mu)$ is $s/\sqrt{s^2-1}-1$, and the same calculation gives $s-1\approx F^2/2$ at weak coupling, which is not exponentially small.

For $s>1$ we may divide by $s-\mu$. If $\langle\nu\rangle=0$, then $\nu=0$ and there is no mode. Otherwise averaging gives

$$F A(s)=1,\qquad A(s)=\tfrac12\int_{-1}^{1}\frac{\mu}{s-\mu}\,d\mu .$$

The formalisation starts from this condition: `angularAverage s` is $A(s)$, and `IsZeroSound F s` bundles the three conditions $F>0$, $s>1$ and $FA(s)=1$. The kinetic equation itself is not formalised, and neither are collisions, temperature or an angle-dependent interaction.

```lean
/-- Average over the Fermi sphere of `μ / (s - μ)`, where `μ` is the cosine of the angle to the
wave vector and `s > 1` is the phase velocity in units of the Fermi velocity. -/
noncomputable def angularAverage (s : ℝ) : ℝ :=
  (1 / 2) * ∫ μ in (-1 : ℝ)..1, μ / (s - μ)

/-- A zero-sound mode of speed `s`, above the particle-hole continuum, for a constant repulsive
Landau interaction `F`: `F > 0`, `s > 1` and the mode equation `F * angularAverage s = 1` holds. -/
def IsZeroSound (F s : ℝ) : Prop :=
  0 < F ∧ 1 < s ∧ F * angularAverage s = 1
```

## A speed above the continuum: $s>1$

To leading order in small $q$, particle–hole pairs fill the frequencies $0\le\omega\le v_Fq$, so $s>1$ says that the mode cannot decay into a single pair. At finite $q$ the curvature of the quasiparticle dispersion shifts this edge by a relative amount of order $q/k_F$, where $k_F$ is the Fermi wave number, so the results here apply when $q/k_F\ll s-1$. By hand, the condition keeps $s-\mu$ positive, and the integral is elementary. Since $\mu/(s-\mu)=-1+s/(s-\mu)$, an antiderivative is $-\mu-s\ln(s-\mu)$, and

$$A(s)=\frac s2\,L-1,\qquad L=\ln\frac{s+1}{s-1}.$$

In the proof, `hpos` records the positivity, `hderiv` checks the antiderivative, and the fundamental theorem of calculus does the rest.

```lean
/-- For `s > 1` the angular average has the closed form `(s/2) ln((s+1)/(s-1)) - 1`. -/
theorem angularAverage_eq {s : ℝ} (hs : 1 < s) :
    angularAverage s = s / 2 * Real.log ((s + 1) / (s - 1)) - 1 := by
  have hpos : ∀ μ ∈ Set.uIcc (-1 : ℝ) 1, 0 < s - μ := by
    intro μ hμ
    rw [Set.uIcc_of_le (by norm_num)] at hμ
    linarith [hμ.2]
  -- an antiderivative of the integrand
  have hderiv : ∀ μ ∈ Set.uIcc (-1 : ℝ) 1,
      HasDerivAt (fun x : ℝ => -x - s * Real.log (s - x)) (μ / (s - μ)) μ := by
    intro μ hμ
    have h0 := (hpos μ hμ).ne'
    have h1 : HasDerivAt (fun x : ℝ => s - x) (-1) μ := (hasDerivAt_id' μ).const_sub s
    have h2 := (hasDerivAt_id' μ).fun_neg.fun_sub ((h1.log h0).const_mul s)
    refine h2.congr_deriv ?_
    field_simp
    ring
  have hcont : ContinuousOn (fun μ : ℝ => μ / (s - μ)) (Set.uIcc (-1 : ℝ) 1) :=
    ContinuousOn.div continuousOn_id (continuousOn_const.sub continuousOn_id)
      (fun μ hμ => (hpos μ hμ).ne')
  have e : s - (-1) = s + 1 := by ring
  unfold angularAverage
  rw [intervalIntegral.integral_eq_sub_of_hasDerivAt hderiv hcont.intervalIntegrable,
    Real.log_div (by linarith : (0 : ℝ) < s + 1).ne' (by linarith : (0 : ℝ) < s - 1).ne', e]
  ring
```

With no condition on the sign of $s$, the bounds would fail: $A(-s)=A(s)$, so the same wave travelling backwards solves the equation with a negative value of $s-1$. For $0<|s|\le1$ the integral diverges, and a damped mode needs a complex frequency, which this real-valued definition does not describe.

## Repulsion: $F>0$

A positive $F$ means that a local excess of quasiparticles raises their energy, which supplies the restoring force. By hand, the sign enters when an inequality is multiplied by $F$. From $\ln x\le x-1$ at $x=(s+1)/(s-1)$ we get $L\le 2/(s-1)$. Multiplying the mode equation by $s-1$ then gives

$$s-1=\frac{Fs}{2}\,L(s-1)-F(s-1)\le Fs-F(s-1)=F .$$

The lemma follows the same route: `hl` is the bound on $L$, `h3` multiplies it by $Fs/2\ge0$, and `h4` is the rearranged mode equation.

```lean
/-- The zero-sound speed exceeds the Fermi velocity by at most the fraction `F`. -/
theorem gap_le_coupling {F s : ℝ} (h : IsZeroSound F s) : s - 1 ≤ F := by
  obtain ⟨hF, hs, h⟩ := h
  rw [angularAverage_eq hs] at h
  have hd : 0 < s - 1 := by linarith
  have hne := hd.ne'
  have hl : Real.log ((s + 1) / (s - 1)) ≤ 2 / (s - 1) := by
    have h1 := Real.log_le_sub_one_of_pos (div_pos (by linarith : (0 : ℝ) < s + 1) hd)
    have e : (s + 1) / (s - 1) - 1 = 2 / (s - 1) := by
      field_simp
      ring
    linarith
  have h2 := (le_div_iff₀ hd).1 hl
  have h3 := mul_le_mul_of_nonneg_left h2 (by positivity : 0 ≤ F * s / 2)
  have h4 : s - 1 = F * s / 2 * (Real.log ((s + 1) / (s - 1)) * (s - 1)) - F * (s - 1) := by
    linear_combination -(s - 1) * h
  linarith
```

Leaving out $F>0$ would admit no new modes, because $A(s)>0$ for every $s>1$, so $FA(s)=1$ already forces $F$ to be positive. Stating it in the definition saves deriving it each time.

## The mode equation: $FA(s)=1$

This condition ties the speed to the coupling. Without it the upper bound fails at once: $s=2$ and $F=1/2$ would require $1\le 2.5\,e^{-4}\approx0.046$.

Solving it for the logarithm gives $L=2(1+F)/(Fs)$. Write $r=(s-1)/F$ for the gap relative to the coupling. Then

$$\frac2F-L=\frac{2(s-1)-2F}{Fs}=-\frac2s+\frac{2r}{s}.$$

Exponentiating, with $e^L=(s+1)/(s-1)$, yields an exact identity:

$$(s-1)e^{2/F}=(s+1)\exp\!\left(-\frac2s+\frac{2r}{s}\right).$$

In `gap_eq`, `hL` is the formula for $L$, and `hE` is the displayed difference, solved for $2/F$.

```lean
/-- The mode equation in exponential form: an exact identity for the distance of zero sound from
the continuum edge, measured in units of `exp(-2/F)`. -/
theorem gap_eq {F s : ℝ} (h : IsZeroSound F s) :
    (s - 1) * Real.exp (2 / F) =
      (s + 1) * Real.exp (-(2 / s) + 2 * ((s - 1) / F) / s) := by
  obtain ⟨hF, hs, h⟩ := h
  rw [angularAverage_eq hs] at h
  have hd : 0 < s - 1 := by linarith
  have hs0 : 0 < s := by linarith
  have hL : Real.log ((s + 1) / (s - 1)) = 2 * (1 + F) / (F * s) := by
    rw [eq_div_iff (by positivity)]
    linear_combination 2 * h
  have hE : 2 / F = Real.log ((s + 1) / (s - 1)) + (-(2 / s) + 2 * ((s - 1) / F) / s) := by
    rw [hL]
    field_simp
    ring
  have hc : (s - 1) * ((s + 1) / (s - 1)) = s + 1 := mul_div_cancel₀ _ hd.ne'
  rw [hE, Real.exp_add, Real.exp_log (div_pos (by linarith) hd), ← mul_assoc, hc]
```

The bound $s-1\le F$ gives $0\le r\le1$. The exponent is therefore greater than $-2$, because $s>1$, and at most $0$, because $2r/s\le2/s$. The prefactor satisfies $2<s+1\le2+F$. Together these give the two-sided bound. In `gap_bounds`, `hlow` and `hup` are the limits on the exponent, and `key` is the identity divided by $e^{2/F}$.

```lean
/-- At every coupling `F > 0` the distance of a zero-sound mode from the continuum edge lies
between two explicit multiples of `exp(-2/F)`. -/
theorem gap_bounds {F s : ℝ} (h : IsZeroSound F s) :
    2 * Real.exp (-2) * Real.exp (-(2 / F)) < s - 1 ∧
      s - 1 ≤ (2 + F) * Real.exp (-(2 / F)) := by
  have hg := gap_eq h
  have hle := gap_le_coupling h
  obtain ⟨hF, hs, -⟩ := h
  have hs0 : 0 < s := by linarith
  have hr0 : 0 ≤ (s - 1) / F := div_nonneg (by linarith) hF.le
  have hr1 : (s - 1) / F ≤ 1 := (div_le_one hF).2 hle
  have key : s - 1 = (s + 1) * Real.exp (-(2 / s) + 2 * ((s - 1) / F) / s)
      * Real.exp (-(2 / F)) := by
    rw [← hg, mul_assoc, ← Real.exp_add, add_neg_cancel, Real.exp_zero, mul_one]
  -- the exponent lies between -2 and 0
  have hlow : -2 < -(2 / s) + 2 * ((s - 1) / F) / s := by
    have h1 : 2 / s < 2 := by rw [div_lt_iff₀ hs0]; linarith
    have h2 : 0 ≤ 2 * ((s - 1) / F) / s := by positivity
    linarith
  have hup : -(2 / s) + 2 * ((s - 1) / F) / s ≤ 0 := by
    have h1 : 2 * ((s - 1) / F) / s ≤ 2 / s :=
      div_le_div_of_nonneg_right (by linarith) hs0.le
    linarith
  constructor
  · rw [key]
    exact mul_lt_mul_of_pos_right (mul_lt_mul'' (by linarith) (Real.exp_lt_exp.2 hlow)
      (by norm_num) (Real.exp_pos _).le) (Real.exp_pos _)
  · rw [key]
    refine mul_le_mul_of_nonneg_right ?_ (Real.exp_pos _).le
    have h1 := mul_le_mul_of_nonneg_left (Real.exp_le_one_iff.2 hup)
      (by linarith : 0 ≤ s + 1)
    linarith
```

## Coupling tending to zero

The limit theorem takes a family of couplings $F_i$ and speeds $s_i$, written `F i` and `s i`. The filter `l` says in which sense the index runs, for instance along a sequence. The pair must be a zero-sound mode eventually, so early exceptions do no harm.

By hand, $1<s\le1+F$ forces $s\to1$. The identity also needs $r\to0$, for which $r\le1$ is too weak, but the exponential bound is enough. Since $e^x\ge x^2/2$ for $x\ge0$, setting $x=2/F$ gives $e^{-2/F}\le F^2/2$, and hence

$$0\le r\le\frac{(2+F)e^{-2/F}}{F}\le\frac{(2+F)F}{2}\to0 .$$

The right-hand side of the identity then tends to $2e^{-2}$. In the proof, `hs1` is the limit of $s$, `hr` the limit of $r$, and `hlim` combines them by continuity.

```lean
/-- Weak-coupling law: along any family of zero-sound modes whose coupling `F` tends to zero,
`(s - 1) exp(2/F)` tends to `2 exp(-2)`. -/
theorem weak_coupling_limit {ι : Type*} {l : Filter ι} {F s : ι → ℝ}
    (hF : Tendsto F l (𝓝 0)) (h : ∀ᶠ i in l, IsZeroSound (F i) (s i)) :
    Tendsto (fun i => (s i - 1) * Real.exp (2 / F i)) l (𝓝 (2 * Real.exp (-2))) := by
  have hs1 : Tendsto s l (𝓝 1) := by
    have hu : Tendsto (fun i => 1 + F i) l (𝓝 1) := by simpa using hF.const_add 1
    exact tendsto_of_tendsto_of_tendsto_of_le_of_le' tendsto_const_nhds hu
      (h.mono fun i hi => hi.2.1.le)
      (h.mono fun i hi => by linarith [gap_le_coupling hi])
  -- the gap is exponentially small, hence negligible against the coupling
  have hr : Tendsto (fun i => (s i - 1) / F i) l (𝓝 0) := by
    have hu : Tendsto (fun i => (2 + F i) * F i / 2) l (𝓝 0) := by
      simpa using ((hF.const_add 2).mul hF).div_const 2
    refine squeeze_zero' (h.mono fun i hi => div_nonneg (by linarith [hi.2.1]) hi.1.le)
      (h.mono fun i hi => ?_) hu
    have hp := hi.1
    have a : 2 / F i ^ 2 ≤ Real.exp (2 / F i) := by
      have q := Real.quadratic_le_exp_of_nonneg (by positivity : 0 ≤ 2 / F i)
      have e : (2 / F i) ^ 2 / 2 = 2 / F i ^ 2 := by ring
      have p : 0 < 2 / F i := by positivity
      linarith
    have b : Real.exp (-(2 / F i)) ≤ F i ^ 2 / 2 := by
      rw [Real.exp_neg, ← inv_div 2 (F i ^ 2)]
      exact inv_anti₀ (by positivity) a
    have c := mul_le_mul_of_nonneg_left b (by linarith : 0 ≤ 2 + F i)
    rw [div_le_iff₀ hp]
    linarith [(gap_bounds hi).2]
  have hlim : Tendsto
      (fun i => (s i + 1) * Real.exp (-(2 / s i) + 2 * ((s i - 1) / F i) / s i)) l
      (𝓝 ((1 + 1) * Real.exp (-(2 / 1) + 2 * 0 / 1))) :=
    (hs1.add_const 1).mul (((tendsto_const_nhds.div hs1 one_ne_zero).neg).add
      ((hr.const_mul 2).div hs1 one_ne_zero)).rexp
  have e : (1 + 1) * Real.exp (-(2 / 1) + 2 * 0 / 1) = 2 * Real.exp (-2) := by norm_num
  rw [e] at hlim
  exact hlim.congr' (h.mono fun i hi => (gap_eq hi).symm)
```

If $F$ stays fixed at a value that has a mode, the conclusion is false: the constant family has the constant value $(s-1)e^{2/F}$, which the strict lower bound places above $2e^{-2}$.

The next theorem supplies a family to which the limit applies, using the speed as the parameter. Every $s>1$ is a mode speed at coupling $1/A(s)$. This needs $A(s)>0$, which follows from $\ln(1+x)>2x/(x+2)$ at $x=2/(s-1)$, since that inequality reads $L>2/s$. As $s$ decreases to $1$,

$$A(s)\ge\tfrac12\ln\frac1{s-1}-1\to\infty,$$

so the coupling tends to zero.

```lean
/-- Every speed `s > 1` is a zero-sound speed at the coupling `1 / angularAverage s`, and this
coupling tends to zero as `s` decreases to one. -/
theorem weak_coupling_limit_witness :
    (∀ s : ℝ, 1 < s → IsZeroSound (angularAverage s)⁻¹ s) ∧
      Tendsto (fun s => (angularAverage s)⁻¹) (𝓝[>] 1) (𝓝 0) := by
  constructor
  · intro s hs
    have hd : 0 < s - 1 := by linarith
    have hs0 : 0 < s := by linarith
    have hne := hd.ne'
    have h1 := Real.lt_log_one_add_of_pos (by positivity : 0 < 2 / (s - 1))
    have e1 : 1 + 2 / (s - 1) = (s + 1) / (s - 1) := by
      field_simp
      ring
    have e2 : 2 * (2 / (s - 1)) / (2 / (s - 1) + 2) = 2 / s := by
      have e3 : 2 / (s - 1) + 2 = 2 * s / (s - 1) := by
        field_simp
        ring
      rw [e3]
      field_simp
    rw [e1, e2, div_lt_iff₀ hs0] at h1
    have hA : 0 < angularAverage s := by
      rw [angularAverage_eq hs]
      linarith
    exact ⟨inv_pos.2 hA, hs, inv_mul_cancel₀ hA.ne'⟩
  · have h0 : Tendsto (fun s : ℝ => s - 1) (𝓝[>] 1) (𝓝[>] 0) := by
      refine tendsto_nhdsWithin_iff.2 ⟨?_, ?_⟩
      · exact (Continuous.tendsto' (by fun_prop) _ _ (by norm_num)).mono_left
          nhdsWithin_le_nhds
      · filter_upwards [self_mem_nhdsWithin] with s hs
        exact Set.mem_Ioi.2 (sub_pos.2 (Set.mem_Ioi.1 hs))
    have h1 := Real.tendsto_log_atTop.comp (tendsto_inv_nhdsGT_zero.comp h0)
    have h2 := tendsto_atTop_add_const_right _ (-1 : ℝ)
      (h1.atTop_div_const (by norm_num : (0 : ℝ) < 2))
    -- the angular average diverges logarithmically at the continuum edge
    refine tendsto_inv_atTop_zero.comp (tendsto_atTop_mono' _ ?_ h2)
    filter_upwards [self_mem_nhdsWithin] with s hs
    have hs' : 1 < s := hs
    have hd : 0 < s - 1 := by linarith
    have hl : Real.log ((s - 1)⁻¹) ≤ Real.log ((s + 1) / (s - 1)) := by
      refine Real.log_le_log (inv_pos.2 hd) ?_
      rw [inv_eq_one_div]
      exact div_le_div_of_nonneg_right (by linarith) hd.le
    have hp : 0 ≤ Real.log ((s + 1) / (s - 1)) :=
      Real.log_nonneg ((one_le_div hd).2 (by linarith))
    have hm := mul_nonneg hd.le hp
    rw [angularAverage_eq hs']
    simp only [Function.comp_apply]
    linarith
```

The bounds and the limit law take their modes as given. That each $F>0$ has exactly one is a separate observation, which follows by hand because $A$ is continuous and strictly decreasing from $+\infty$ to $0$ on $(1,\infty)$.

## A grid point between the edge and the mode

Measure frequency in units of $v_Fq$ and place grid points at $k/N$, with one of them exactly on the continuum edge. The hypothesis `N < k` puts a point above the edge, and `k ≤ s * N` keeps it from lying above the mode. Since $k$ and $N$ are integers, $N+1\le k\le sN$, so

$$1\le(s-1)N\le(2+F)e^{-2/F}N .$$

In `grid_necessary`, `hk'` is the integer step, `h2` is this inequality, and the closing calculation multiplies by $e^{2/F}$.

```lean
/-- Divide the continuum `[0, 1]` into `N` equal frequency steps. If some grid point `k / N` lies
above the continuum and not above the zero-sound mode, then `N` is at least
`exp(2/F) / (2 + F)`. -/
theorem grid_necessary {F s : ℝ} (h : IsZeroSound F s) {N k : ℕ} (hk : N < k)
    (hks : (k : ℝ) ≤ s * N) : Real.exp (2 / F) ≤ (2 + F) * N := by
  have hk' : (N : ℝ) + 1 ≤ k := by exact_mod_cast hk
  have he : Real.exp (2 / F) * Real.exp (-(2 / F)) = 1 := by
    rw [← Real.exp_add, add_neg_cancel, Real.exp_zero]
  have h1 := mul_le_mul_of_nonneg_right (gap_bounds h).2 (Nat.cast_nonneg (α := ℝ) N)
  have h2 : 1 ≤ (2 + F) * Real.exp (-(2 / F)) * N := by linarith
  calc Real.exp (2 / F) = Real.exp (2 / F) * 1 := (mul_one _).symm
    _ ≤ Real.exp (2 / F) * ((2 + F) * Real.exp (-(2 / F)) * N) :=
        mul_le_mul_of_nonneg_left h2 (Real.exp_pos _).le
    _ = (2 + F) * N := by linear_combination (2 + F) * N * he

end WeakCouplingZeroSound
```

```lean
#print axioms WeakCouplingZeroSound.weak_coupling_limit
#print axioms WeakCouplingZeroSound.grid_necessary
```

```
'WeakCouplingZeroSound.weak_coupling_limit' depends on axioms: [propext, Classical.choice, Quot.sound]
'WeakCouplingZeroSound.grid_necessary' depends on axioms: [propext, Classical.choice, Quot.sound]
```

If `N < k` is weakened to $N\le k$, the point on the edge qualifies and the bound fails: $N=k=1$ at $F=1$ would require $e^2\le3$. Without `k ≤ s * N`, $N=1$ and $k=2$ would qualify at every coupling. The case $N=0$ is excluded by the two hypotheses together.

The coarsest grid, $N=1$, has its first point above the edge at $2$. It lies at or below the mode only if $s\ge2$, which means $F\ge1/(\ln3-1)\approx10.1$, far from weak coupling.

In the other direction, the lower bound on the gap gives a sufficient size by hand: if $N\ge\tfrac12e^{2}e^{2/F}$, then $1/N<s-1$ and $k=N+1$ works. The restriction to uniform grids matters, since points clustered near the edge can reach the gap with far fewer steps.

## Searching for the mode numerically

Suppose a program scans $1-FA$ upwards from the first grid point above the edge and looks for a change of sign. The function is negative between the edge and the mode and positive beyond it, so if the first point already lies beyond the mode, the scan sees no change. At $F=0.5$ the bound requires $N\ge22$; at $F=0.2$ it requires more than ten thousand steps. These numbers are necessary but too small. By the weak-coupling law the actual requirement is close to the sufficient size $\tfrac12e^{2}e^{2/F}$, which gives $202$ and about $81\,000$ steps.

At $F=0.05$ the gap is below $10^{-17}$, and $s$ stored in double precision rounds to $1$. Taking $\delta=s-1$ as the unknown avoids this loss. The exact identity becomes

$$\delta=(2+\delta)\exp\!\left(-\frac2F-\frac{2}{1+\delta}+\frac{2\delta}{F(1+\delta)}\right),$$

and inserting $\delta=0$ on the right returns the weak-coupling estimate $2e^{-2}e^{-2/F}$.
